# Four unit ligand directions with vanishing first- and second-order fields form a regular tetrahedron

In a crystal-field calculation for a four-coordinate transition-metal ion, I drop the first- and second-order terms of the ligand potential and keep a single fourth-order splitting in the d shell. The ligands are identical and equally distant. But the dropped terms are sums over all four ligands. Couldn't a distorted arrangement make both sums cancel, so that their absence says little about the individual angles?

## Two vanishing sums fix all six angles

No: if both terms vanish at every point, each pair of bonds has cosine $-1/3$, an angle of about 109.47°.

Let $n_a$ be the unit ligand directions and $r$ the electron's position. Up to common radial factors, the two terms are

$$\sum_a n_a\cdot r,\qquad \sum_a \tfrac12\left(3(n_a\cdot r)^2-|n_a|^2|r|^2\right).$$

If they vanish for all $r$, then $\sum_a n_a\cdot r=0$ and $\sum_a (n_a\cdot r)^2=\tfrac43|r|^2$.

The argument works for $d+1$ vectors in $d\ge1$ dimensions, without assuming unit length. Put $K=(d+1)/d$ and suppose $\sum_a n_a=0$ and $\sum_a n_an_a^T=K I$. Contracting with $r$ gives

$$\sum_a n_a\cdot r=0,\qquad \sum_a(n_a\cdot r)^2=K|r|^2.$$

Fix $b$, and let $t_{ab}=K\delta_{ab}-1/d$ be the expected scalar product: $1$ for $a=b$, $-1/d$ otherwise. Setting $r=n_b$ gives

- $\sum_a(n_a\cdot n_b)^2=K|n_b|^2$;
- $\sum_a t_{ab}\,(n_a\cdot n_b)=K|n_b|^2$, since the $-1/d$ part multiplies a zero sum;
- $\sum_a t_{ab}^2=1+d/d^2=K$.

Therefore

$$\sum_a(n_a\cdot n_b-t_{ab})^2=K(1-|n_b|^2).$$

The left side is non-negative, so $|n_b|^2\le1$. The trace of the second moment gives $\sum_b|n_b|^2=Kd=d+1$, so all $d+1$ squared norms equal 1. The right side is then zero, every deviation vanishes, and $n_a\cdot n_b=-1/d$ for $a\ne b$. For $d=3$, all squared edge lengths are $2+\tfrac23=\tfrac83$: a regular tetrahedron.

## What this means for a distorted complex

Take bonds along $(\pm\sin\theta,0,\cos\theta)$ and $(0,\pm\sin\theta,-\cos\theta)$. The first-order term is zero for every $\theta$, but the second-order term at the unit vector along $z$ is $2(3\cos^2\theta-1)$. Flattening or elongating the tetrahedron makes it nonzero, and it then belongs in the d-shell Hamiltonian.

The second-order condition alone is not enough. Reversing one tetrahedral direction preserves it but changes three cosines to $+1/3$. The splitting of a pure d shell cannot detect this change: by parity, the odd-order terms, including the first, have no matrix elements between d orbitals in any geometry, and the reversal leaves all even-order terms unchanged. The vanishing of the first-order term is therefore a condition on the ligand potential itself, not something to be read off from the d-shell splitting.

## The statement in Lean

A family `n : Fin (d + 1) → Fin d → ℝ` lists the vectors by coordinates, `⬝ᵥ` is the dot product, and norm 1 is written `n a ⬝ᵥ n a = 1`. `secondMoment` is a sum, not an average. The "fields" are terms of the potential, not electric field vectors.

`simplex_of_moments` is the general result; `tetrahedron_of_fields` is the ligand version, where unit length is assumed. Both run from conditions on sums over the vectors to the angles between them. The familiar converse, which justifies dropping the terms for a regular tetrahedron, is not stated in general; `moments_witness` checks the moment conditions for one tetrahedron of cube corners. Treating real ligands as equal-strength sources that differ only in direction remains a physical assumption.

```lean
import Mathlib

open Matrix

namespace LigandSimplex

noncomputable section

/-- The second-moment matrix of a set of vectors, the sum of the outer products `n_a n_aᵀ`. -/
def secondMoment {m d : ℕ} (n : Fin m → Fin d → ℝ) : Matrix (Fin d) (Fin d) ℝ :=
  ∑ a, vecMulVec (n a) (n a)

/-- The first-order ligand field at `r`, the sum of `n_a · r` over the ligands. -/
def firstOrderField {m : ℕ} (n : Fin m → Fin 3 → ℝ) (r : Fin 3 → ℝ) : ℝ :=
  ∑ a, n a ⬝ᵥ r

/-- The second-order ligand field at `r`, the sum of `(3 (n_a · r)² - |n_a|² |r|²) / 2`
over the ligands. -/
def secondOrderField {m : ℕ} (n : Fin m → Fin 3 → ℝ) (r : Fin 3 → ℝ) : ℝ :=
  ∑ a, (3 * (n a ⬝ᵥ r) ^ 2 - (n a ⬝ᵥ n a) * (r ⬝ᵥ r)) / 2

/-- The second moment is `c` times the identity exactly when its entries are `c` on the
diagonal and zero elsewhere. -/
theorem secondMoment_eq_iff {m d : ℕ} (n : Fin m → Fin d → ℝ) (c : ℝ) :
    secondMoment n = c • (1 : Matrix (Fin d) (Fin d) ℝ) ↔
      ∀ i j, ∑ a, n a i * n a j = if i = j then c else 0 := by
  rw [← Matrix.ext_iff]
  simp [secondMoment, Matrix.sum_apply, vecMulVec_apply, Matrix.one_apply]

/-- If the second moment is `c` times the identity, the sum of `(n_a · r)²` is `c |r|²`. -/
theorem sum_sq_of_secondMoment {m d : ℕ} (n : Fin m → Fin d → ℝ) (c : ℝ)
    (h : secondMoment n = c • (1 : Matrix (Fin d) (Fin d) ℝ)) (r : Fin d → ℝ) :
    ∑ a, (n a ⬝ᵥ r) ^ 2 = c * (r ⬝ᵥ r) := by
  rw [secondMoment_eq_iff] at h
  calc ∑ a, (n a ⬝ᵥ r) ^ 2 = ∑ i, ∑ j, (∑ a, n a i * n a j) * (r i * r j) := by
        simp only [dotProduct, sq, Finset.sum_mul_sum]
        simp only [Finset.sum_mul]
        rw [Finset.sum_comm]
        refine Finset.sum_congr rfl fun i _ => ?_
        rw [Finset.sum_comm]
        exact Finset.sum_congr rfl fun j _ => Finset.sum_congr rfl fun a _ => by ring
    _ = c * (r ⬝ᵥ r) := by
        simp only [h]
        simp [dotProduct, Finset.mul_sum]

/-- Let `d ≥ 1`, and let `d+1` vectors satisfy `∑ n_a · r = 0` and `∑ (n_a · r)² = (d+1)/d |r|²`
for all `r`. The squared deviations of the products `n_a · n_b` from their simplex values,
summed over `a`, give `(d+1)/d (1 - |n_b|²)`. -/
theorem sum_sq_deviation {d : ℕ} (hd : 0 < d) (n : Fin (d + 1) → Fin d → ℝ)
    (h1 : ∀ r, ∑ a, n a ⬝ᵥ r = 0)
    (h2 : ∀ r, ∑ a, (n a ⬝ᵥ r) ^ 2 = ((d : ℝ) + 1) / d * (r ⬝ᵥ r)) (b : Fin (d + 1)) :
    ∑ a, (n a ⬝ᵥ n b - ((if a = b then ((d : ℝ) + 1) / d else 0) - 1 / d)) ^ 2
      = ((d : ℝ) + 1) / d * (1 - n b ⬝ᵥ n b) := by
  have h0 : (d : ℝ) ≠ 0 := by positivity
  -- expand the square, keeping the term a = b apart
  have e : ∀ a, (n a ⬝ᵥ n b - ((if a = b then ((d : ℝ) + 1) / d else 0) - 1 / d)) ^ 2
      = (n a ⬝ᵥ n b) ^ 2 + 2 / d * (n a ⬝ᵥ n b) + 1 / (d : ℝ) ^ 2
        + (if a = b then (((d : ℝ) + 1) / d) ^ 2
            - 2 * (((d : ℝ) + 1) / d) * (n b ⬝ᵥ n b + 1 / d) else 0) := fun a => by
    by_cases h : a = b
    · rw [if_pos h, if_pos h, h]
      ring
    · rw [if_neg h, if_neg h]
      ring
  have hm : ∑ a, 2 / (d : ℝ) * (n a ⬝ᵥ n b) = 0 := by
    rw [← Finset.mul_sum, h1, mul_zero]
  rw [Finset.sum_congr rfl fun a _ => e a, Finset.sum_add_distrib, Finset.sum_add_distrib,
    Finset.sum_add_distrib, hm, h2, Finset.sum_ite_eq']
  simp only [Finset.sum_const, Finset.card_univ, Fintype.card_fin, nsmul_eq_mul,
    Finset.mem_univ, ↓reduceIte]
  push_cast
  field_simp
  ring

/-- For `d ≥ 1`, if `d+1` vectors satisfy `∑ n_a · r = 0` and `∑ (n_a · r)² = (d+1)/d |r|²` for
all `r`, each has norm 1 and distinct pairs have scalar product `-1/d`. -/
theorem simplex_of_forms {d : ℕ} (hd : 0 < d) (n : Fin (d + 1) → Fin d → ℝ)
    (h1 : ∀ r, ∑ a, n a ⬝ᵥ r = 0)
    (h2 : ∀ r, ∑ a, (n a ⬝ᵥ r) ^ 2 = ((d : ℝ) + 1) / d * (r ⬝ᵥ r)) :
    (∀ a, n a ⬝ᵥ n a = 1) ∧ ∀ a b, a ≠ b → n a ⬝ᵥ n b = -1 / (d : ℝ) := by
  have h0 : (d : ℝ) ≠ 0 := by positivity
  have hK : 0 < ((d : ℝ) + 1) / d := by positivity
  -- the squared norms add up to d + 1
  have tr : ∑ b, n b ⬝ᵥ n b = (d : ℝ) + 1 := by
    calc ∑ b, n b ⬝ᵥ n b = ∑ i : Fin d, ∑ b, (n b ⬝ᵥ Pi.single i (1 : ℝ)) ^ 2 := by
          rw [Finset.sum_comm]
          refine Finset.sum_congr rfl fun b _ => ?_
          simp only [dotProduct_single, mul_one]
          simp only [dotProduct, sq]
      _ = (d : ℝ) + 1 := by
          simp only [h2]
          simp only [dotProduct_single, Pi.single_eq_same, mul_one, Finset.sum_const,
            Finset.card_univ, Fintype.card_fin, nsmul_eq_mul]
          field_simp
  -- no squared norm exceeds 1, so all equal 1
  have le : ∀ b, n b ⬝ᵥ n b ≤ 1 := fun b => by
    have p : 0 ≤ ((d : ℝ) + 1) / d * (1 - n b ⬝ᵥ n b) := by
      rw [← sum_sq_deviation hd n h1 h2 b]
      exact Finset.sum_nonneg fun a _ => sq_nonneg _
    linarith [(mul_nonneg_iff_of_pos_left hK).mp p]
  have z : ∑ b, (1 - n b ⬝ᵥ n b) = 0 := by
    rw [Finset.sum_sub_distrib, tr]
    simp
  have hn : ∀ b, n b ⬝ᵥ n b = 1 := fun b => by
    have := (Finset.sum_eq_zero_iff_of_nonneg
      (fun b _ => sub_nonneg.2 (le b))).mp z b (Finset.mem_univ b)
    linarith
  refine ⟨hn, fun a b hab => ?_⟩
  -- the deviations now vanish one by one
  have s := sum_sq_deviation hd n h1 h2 b
  rw [hn b, sub_self, mul_zero] at s
  have t := (Finset.sum_eq_zero_iff_of_nonneg
    (fun a _ => sq_nonneg _)).mp s a (Finset.mem_univ a)
  have u := (pow_eq_zero_iff two_ne_zero).mp t
  rw [if_neg hab] at u
  linear_combination u

/-- For `d ≥ 1`, if `d+1` vectors in `d` dimensions have zero sum and second moment `(d+1)/d`
times the identity, each has norm 1 and distinct pairs have scalar product `-1/d`. -/
theorem simplex_of_moments {d : ℕ} (hd : 0 < d) (n : Fin (d + 1) → Fin d → ℝ)
    (hs : ∑ a, n a = 0)
    (hm : secondMoment n = (((d : ℝ) + 1) / d) • (1 : Matrix (Fin d) (Fin d) ℝ)) :
    (∀ a, n a ⬝ᵥ n a = 1) ∧ ∀ a b, a ≠ b → n a ⬝ᵥ n b = -1 / (d : ℝ) := by
  refine simplex_of_forms hd n (fun r => ?_) (sum_sq_of_secondMoment n _ hm)
  have hs' : ∀ i, ∑ a, n a i = 0 := fun i => by
    have := congrFun hs i
    rwa [Finset.sum_apply, Pi.zero_apply] at this
  simp only [dotProduct]
  rw [Finset.sum_comm]
  simp only [← Finset.sum_mul, hs', zero_mul, Finset.sum_const_zero]

/-- If the first- and second-order fields of four ligands in unit directions vanish at every
point, any two directions have cosine `-1/3`, as in a regular tetrahedron. -/
theorem tetrahedron_of_fields (n : Fin 4 → Fin 3 → ℝ) (hn : ∀ a, n a ⬝ᵥ n a = 1)
    (h1 : ∀ r, firstOrderField n r = 0) (h2 : ∀ r, secondOrderField n r = 0)
    {a b : Fin 4} (hab : a ≠ b) : n a ⬝ᵥ n b = -1 / 3 := by
  have q : ∀ r, ∑ a, (n a ⬝ᵥ r) ^ 2 = (((3 : ℕ) : ℝ) + 1) / ((3 : ℕ) : ℝ) * (r ⬝ᵥ r) := by
    intro r
    have e : secondOrderField n r = (3 * ∑ a, (n a ⬝ᵥ r) ^ 2 - 4 * (r ⬝ᵥ r)) / 2 := by
      simp only [secondOrderField, hn, Fin.sum_univ_four]
      ring
    have h := h2 r
    rw [e] at h
    push_cast
    linarith
  have key := (simplex_of_forms (d := 3) (by norm_num) n h1 q).2 a b hab
  rw [key]
  norm_num

/-- Four alternate corners of a cube, with coordinates `±1`. -/
def corners : Fin 4 → Fin 3 → ℤ :=
  ![![1, 1, 1], ![1, -1, -1], ![-1, 1, -1], ![-1, -1, 1]]

/-- Four alternate cube corners divided by `√3` have zero sum and second moment `4/3` times
the identity. -/
theorem moments_witness :
    ∑ a, (fun i => (√3)⁻¹ * (corners a i : ℝ)) = 0 ∧
      secondMoment (fun a i => (√3)⁻¹ * (corners a i : ℝ))
        = (4 / 3 : ℝ) • (1 : Matrix (Fin 3) (Fin 3) ℝ) := by
  have hs : (√3)⁻¹ * (√3)⁻¹ = (1 / 3 : ℝ) := by
    rw [← mul_inv, Real.mul_self_sqrt (by norm_num)]
    norm_num
  have z : ∀ i, ∑ a, corners a i = 0 := by decide
  have k : ∀ i j, ∑ a, corners a i * corners a j = if i = j then 4 else 0 := by decide
  constructor
  · funext i
    rw [Finset.sum_apply, ← Finset.mul_sum, ← Int.cast_sum, z]
    simp
  · rw [secondMoment_eq_iff]
    intro i j
    have e : ∑ a, (√3)⁻¹ * (corners a i : ℝ) * ((√3)⁻¹ * (corners a j : ℝ))
        = (√3)⁻¹ * (√3)⁻¹ * ((∑ a, corners a i * corners a j : ℤ) : ℝ) := by
      rw [Int.cast_sum, Finset.mul_sum]
      exact Finset.sum_congr rfl fun a _ => by rw [Int.cast_mul]; ring
    rw [e, hs, k]
    split_ifs <;> norm_num

end

end LigandSimplex
```

```lean
#print axioms LigandSimplex.simplex_of_moments
#print axioms LigandSimplex.tetrahedron_of_fields
```

```
'LigandSimplex.simplex_of_moments' depends on axioms: [propext, Classical.choice, Quot.sound]
'LigandSimplex.tetrahedron_of_fields' depends on axioms: [propext, Classical.choice, Quot.sound]
```

## From squared deviations to individual angles

`secondMoment_eq_iff` reads the matrix condition entry by entry, and `sum_sq_of_secondMoment` contracts it with $r$ by exchanging sums. `sum_sq_deviation` is the displayed identity: `by_cases` separates the term $a=b$, `h1` removes the linear sum and `h2` evaluates the quadratic one.

In `simplex_of_forms`, `tr` computes the trace by inserting the basis vectors `Pi.single i 1` into `h2`, and `le` gives the bound on each norm. The passage from totals to individual values is Mathlib's `Finset.sum_eq_zero_iff_of_nonneg`: a finite sum of non-negative terms is zero exactly when every term is zero. It is applied first to $1-|n_b|^2$, giving unit norms, and then to the squared deviations, giving the angles. Each use needs its own proof of non-negativity: `le` for the first, `sq_nonneg` for the second.

`simplex_of_moments` supplies the two contracted conditions from the moments. `tetrahedron_of_fields` obtains the quadratic one from the second-order field and sets $d=3$. For the witness, `decide` checks the integer corner sums before the factor $1/\sqrt3$ is restored.
